# The static Lindhard function of the one-dimensional free electron gas diverges logarithmically at $2k_F$

For non-interacting electrons of mass $m$ and energy $\hbar^2k^2/(2m)$ in one dimension at zero temperature, let $q$ be the momentum transfer, $k_F$ the Fermi wavevector and $x = q/(2k_F)$. The static density response, in magnitude and divided by the density of states at the Fermi level, is

$$G(x) = \frac{1}{2x}\ln\left|\frac{1+x}{1-x}\right| , \qquad x \neq 0, \pm 1 .$$

This function tends to $1$ as $x \to 0$, strictly increases on $(0,1)$, tends to $+\infty$ as $x \to 1$ from either side, strictly decreases on $(1,\infty)$, and satisfies $x^2 G(x) \to 1$ as $x \to \infty$. Near $x = 1$ it behaves as $-\tfrac12\ln|1-x| + \tfrac12\ln 2$, up to terms that vanish.

In a mean-field treatment of a one-dimensional metal, the divergence signals an instability towards a lattice distortion of wavevector $2k_F$, the Peierls instability. The theorems concern the response function of the free gas; they contain no lattice and no electron-phonon coupling.

```lean
import Mathlib

open Filter Topology Set

noncomputable section

namespace LindhardOneDim
```

## The response function and the free-electron energy

The function $G$ becomes `lindhard`, a function from the reals to the reals. Lean also gives it the value $0$ at $x = 0, \pm 1$. Of the results below, only `lindhard_eq` covers one of these points: at $x = 0$ both of its sides are $0$ by Lean's convention for division by zero, and that case has no physical content.

```lean
/-- The one-dimensional static Lindhard function of `x = q / (2 k_F)`,
for `x` different from `0`, `1` and `-1`. -/
def lindhard (x : ℝ) : ℝ := Real.log |(1 + x) / (1 - x)| / (2 * x)
```

Units are chosen with $\hbar = m = 1$, so an electron of wavevector $k$ has energy $\varepsilon(k) = k^2/2$.

```lean
/-- The free-electron energy `k² / 2` in units with `ħ = m = 1`. -/
def kinetic (k : ℝ) : ℝ := k ^ 2 / 2
```

Away from $x = \pm 1$ the logarithm of the quotient splits:

$$G(x) = \frac{\ln|1+x| - \ln|1-x|}{2x} .$$

The Lean statement has no absolute values on the right because Mathlib's `Real.log` satisfies $\log(-y) = \log y$. The same formula therefore serves on both sides of $x = 1$.

```lean
/-- Away from `x = 1` and `x = -1` the Lindhard function is a difference of two logarithms
divided by `2 x`. -/
theorem lindhard_eq {x : ℝ} (h1 : x ≠ 1) (h2 : x ≠ -1) :
    lindhard x = (Real.log (1 + x) - Real.log (1 - x)) / (2 * x) := by
  have ha : 1 + x ≠ 0 := fun h => h2 (by linarith)
  have hb : 1 - x ≠ 0 := fun h => h1 (by linarith)
  rw [lindhard, Real.log_abs, Real.log_div ha hb]
```

## From the Fermi sea to the logarithm

Set $k_F = 1$, so that the occupied states are $-1 \le k \le 1$ and the momentum transfer is $q = 2x$. For $x > 1$ every occupied electron is carried to an empty state, and second-order perturbation theory weights each transition by its inverse excitation energy. That energy factorises:

$$\varepsilon(k+2x) - \varepsilon(k) = \frac{(k+2x)^2 - k^2}{2} = 2x\,(x+k) .$$

It is positive throughout the Fermi sea, since $x + k \ge x - 1 > 0$. Hence

$$\int_{-1}^{1} \frac{dk}{2x\,(x+k)} = \frac{\ln(x+1) - \ln(x-1)}{2x} = G(x) .$$

The response also contains the transfer $-2x$, which contributes equally by the reflection $k \to -k$; the normalisation absorbs this factor of two.

In the proof, `hden` is the factorisation and `hpos` the positivity. The fundamental theorem of calculus is applied with the antiderivative $\ln(x+k)/(2x)$, and continuity of the integrand supplies integrability. The last rewriting step reconciles the positive ratio $(x+1)/(x-1)$ with the negative one in the definition.

For $0 < x < 1$ the denominator vanishes inside the Fermi sea, at $k = -x$, and the integral has to be read as a principal value. In that range the link to the Fermi sea rests on the definition of $G$ and is not derived here.

```lean
/-- For momentum transfer `q = 2 x` above `2 k_F` (with `k_F = 1`), the Lindhard function is the
integral over the Fermi sea of the inverse excitation energy. -/
theorem fermi_sea_integral {x : ℝ} (hx : 1 < x) :
    ∫ k in (-1 : ℝ)..1, 1 / (kinetic (k + 2 * x) - kinetic k) = lindhard x := by
  have hpos : ∀ k ∈ uIcc (-1 : ℝ) 1, 0 < x + k := by
    intro k hk
    rw [uIcc_of_le (by norm_num)] at hk
    linarith [hk.1]
  -- the excitation energy factorises
  have hden : ∀ k : ℝ, kinetic (k + 2 * x) - kinetic k = (x + k) * (2 * x) := by
    intro k
    unfold kinetic
    ring
  have hx2 : 2 * x ≠ 0 := by linarith
  simp only [hden]
  rw [intervalIntegral.integral_eq_sub_of_hasDerivAt
    (f := fun k => Real.log (x + k) / (2 * x))]
  · rw [lindhard, ← sub_div, ← Real.log_div (by linarith) (by linarith), Real.log_abs,
      ← Real.log_neg_eq_log ((1 + x) / (1 - x)), ← div_neg]
    congr 3 <;> ring
  · intro k hk
    exact ((((hasDerivAt_id' k).const_add x).log (hpos k hk).ne').div_const (2 * x)).congr_deriv
      (div_div _ _ _)
  · apply ContinuousOn.intervalIntegrable
    exact ContinuousOn.div (by fun_prop) (by fun_prop)
      (fun k hk => mul_ne_zero (hpos k hk).ne' hx2)
```

## The slope of the response

Write $L(x) = \ln|(1+x)/(1-x)|$. Then

$$L'(x) = \frac{1}{1+x} + \frac{1}{1-x} = \frac{2}{1-x^2},$$

and the quotient rule applied to $G = L/(2x)$ gives

$$G'(x) = \frac{2x\,L'(x) - 2L(x)}{4x^2} = \frac{1}{2x^2}\left(\frac{2x}{1-x^2} - L(x)\right), \qquad x \neq 0, \pm 1 .$$

Lean differentiates the split form of $G$. The equality `heq` carries the result back to `lindhard`, because the two expressions agree in a whole neighbourhood of $x$.

```lean
/-- The derivative of the Lindhard function away from `x = 0`, `1` and `-1`. -/
theorem hasDerivAt_lindhard {x : ℝ} (h0 : x ≠ 0) (h1 : x ≠ 1) (h2 : x ≠ -1) :
    HasDerivAt lindhard
      ((2 * x / (1 - x ^ 2) - Real.log |(1 + x) / (1 - x)|) / (2 * x ^ 2)) x := by
  have ha : 1 + x ≠ 0 := fun h => h2 (by linarith)
  have hb : 1 - x ≠ 0 := fun h => h1 (by linarith)
  have hL := (((hasDerivAt_id' x).const_add 1).log ha).fun_sub
    (((hasDerivAt_id' x).const_sub 1).log hb)
  have hq := hL.fun_div ((hasDerivAt_id' x).const_mul 2) (mul_ne_zero two_ne_zero h0)
  have heq : lindhard =ᶠ[𝓝 x]
      fun y => (Real.log (1 + y) - Real.log (1 - y)) / (2 * y) := by
    filter_upwards [isOpen_ne.mem_nhds h1, isOpen_ne.mem_nhds h2] with y hy1 hy2
    exact lindhard_eq hy1 hy2
  refine (hq.congr_of_eventuallyEq heq).congr_deriv ?_
  have e : 1 / (1 + x) - -1 / (1 - x) = 2 / (1 - x ^ 2) := by
    rw [show 1 - x ^ 2 = (1 + x) * (1 - x) by ring, div_sub_div _ _ ha hb]
    congr 1
    ring
  rw [Real.log_abs, Real.log_div ha hb, e,
    div_eq_div_iff (pow_ne_zero 2 (mul_ne_zero two_ne_zero h0))
      (mul_ne_zero two_ne_zero (pow_ne_zero 2 h0))]
  ring
```

## Growth below $2k_F$

For $0 < x < 1$ both terms in the bracket are positive, so their sizes must be compared. Put $r = (1+x)/(1-x) > 1$ and $u = \ln r > 0$, so that $L(x) = u$. Then

$$\sinh u = \frac{r - r^{-1}}{2} = \frac{(1+x)^2 - (1-x)^2}{2(1-x^2)} = \frac{2x}{1-x^2} .$$

The bracket is therefore $\sinh u - u$, which is positive for $u > 0$, and $G' > 0$.

In the code `ht` states $r > 1$, `hs` is the inequality $u < \sinh u$, and `e` is the algebra just displayed. A positive derivative on the interval `Ioo 0 1`, that is $(0,1)$, gives strict monotonicity there.

```lean
/-- Below `2 k_F` the Lindhard function strictly increases with momentum transfer. -/
theorem strictMonoOn_lindhard : StrictMonoOn lindhard (Ioo 0 1) := by
  have hd : ∀ x ∈ Ioo (0 : ℝ) 1, HasDerivAt lindhard _ x := fun x hx =>
    hasDerivAt_lindhard hx.1.ne' hx.2.ne (by linarith [hx.1] : (-1 : ℝ) < x).ne'
  refine strictMonoOn_of_deriv_pos (convex_Ioo 0 1)
    (fun x hx => (hd x hx).continuousAt.continuousWithinAt) ?_
  intro x hx
  rw [interior_Ioo] at hx
  rw [(hd x hx).deriv]
  obtain ⟨h0, h1⟩ := hx
  have ha : 0 < 1 + x := by linarith
  have hb : 0 < 1 - x := by linarith
  have hc : 0 < 1 - x ^ 2 := by nlinarith
  have ht : 1 < (1 + x) / (1 - x) := by
    rw [lt_div_iff₀ hb]
    linarith
  -- the inequality u < sinh u at u = log ((1 + x) / (1 - x))
  have hs := Real.self_lt_sinh_iff.2 (Real.log_pos ht)
  rw [Real.sinh_log (by linarith)] at hs
  have e : ((1 + x) / (1 - x) - ((1 + x) / (1 - x))⁻¹) / 2 = 2 * x / (1 - x ^ 2) := by
    rw [inv_div, div_sub_div _ _ hb.ne' ha.ne', div_div,
      div_eq_div_iff (mul_pos (mul_pos hb ha) two_pos).ne' hc.ne']
    ring
  rw [e] at hs
  rw [Real.log_abs]
  exact div_pos (by linarith) (by positivity)
```

## Decay above $2k_F$

For $x > 1$ no comparison is needed. The term $2x/(1-x^2)$ is negative (`hr`). Since $1 + x > x - 1 > 0$, the logarithm $L(x)$ is positive (`hl`) and enters with a minus sign. The bracket is negative, so $G' < 0$ on $(1,\infty)$, written `Ioi 1`.

```lean
/-- Above `2 k_F` the Lindhard function strictly decreases with momentum transfer. -/
theorem strictAntiOn_lindhard : StrictAntiOn lindhard (Ioi 1) := by
  have hd : ∀ x ∈ Ioi (1 : ℝ), HasDerivAt lindhard _ x := fun x hx =>
    have hx' : 1 < x := hx
    hasDerivAt_lindhard (by linarith : 0 < x).ne' hx'.ne' (by linarith : (-1 : ℝ) < x).ne'
  refine strictAntiOn_of_deriv_neg (convex_Ioi 1)
    (fun x hx => (hd x hx).continuousAt.continuousWithinAt) ?_
  intro x hx
  rw [interior_Ioi] at hx
  rw [(hd x hx).deriv]
  have h1 : 1 < x := hx
  have hl : 0 < Real.log |(1 + x) / (1 - x)| := by
    apply Real.log_pos
    rw [abs_div, abs_of_pos (by linarith : 0 < 1 + x), abs_of_neg (by linarith : 1 - x < 0),
      lt_div_iff₀ (by linarith)]
    linarith
  have hr : 2 * x / (1 - x ^ 2) < 0 :=
    div_neg_of_pos_of_neg (by linarith) (by nlinarith)
  exact div_neg_of_neg_of_pos (by linarith) (by positivity)
```

## The long-wavelength limit

Let $F(y) = \ln(1+y) - \ln(1-y)$. Then $F(0) = 0$ and $F'(0) = 1 + 1 = 2$. For small nonzero $t$, $G$ is half a difference quotient:

$$G(t) = \frac12 \cdot \frac{F(t) - F(0)}{t} \longrightarrow \frac12 \cdot 2 = 1 .$$

With the normalisation above, the response to a slowly varying static potential is thus the density of states at the Fermi level. The filter `𝓝[≠] 0` expresses an approach to $0$ through nonzero values of either sign.

```lean
/-- In the long-wavelength limit the Lindhard function tends to one. -/
theorem tendsto_lindhard_zero : Tendsto lindhard (𝓝[≠] 0) (𝓝 1) := by
  have hL : HasDerivAt (fun y : ℝ => Real.log (1 + y) - Real.log (1 - y)) 2 0 :=
    ((((hasDerivAt_id' (0 : ℝ)).const_add 1).log (by norm_num)).fun_sub
      (((hasDerivAt_id' (0 : ℝ)).const_sub 1).log (by norm_num))).congr_deriv (by norm_num)
  have h := (hasDerivAt_iff_tendsto_slope_zero.1 hL).const_mul (1 / 2 : ℝ)
  rw [show (1 / 2 * 2 : ℝ) = 1 by norm_num] at h
  refine h.congr' ?_
  filter_upwards [nhdsWithin_le_nhds (isOpen_ne.mem_nhds (by norm_num : (0 : ℝ) ≠ 1)),
    nhdsWithin_le_nhds (isOpen_ne.mem_nhds (by norm_num : (0 : ℝ) ≠ -1))] with t h1 h2
  rw [lindhard_eq h1 h2]
  simp only [zero_add, add_zero, sub_zero, Real.log_one, smul_eq_mul]
  ring
```

## The logarithm at $2k_F$

Adding $\tfrac12\ln|1-x|$ to $G$ removes the singular part:

$$G(x) + \frac{\ln|1-x|}{2} = \frac{\ln(1+x) - \ln|1-x| + x\ln|1-x|}{2x} = \frac{\ln(1+x) - (1-x)\ln|1-x|}{2x} .$$

Since $t\ln|t| \to 0$ as $t \to 0$, the right-hand side tends to $\tfrac12\ln 2$ as $x \to 1$. The coefficient of the logarithm is the same on both sides of $2k_F$.

Lean proves that the last expression is continuous at $1$ (`hc`), using the continuity of $t\ln t$ with value $0$ at $t = 0$. It evaluates the expression there (`hv`) and then checks the algebraic identity for $x$ near $1$ but different from it.

```lean
/-- At `2 k_F` the Lindhard function plus `log |1 - x| / 2` has the finite limit `log 2 / 2`. -/
theorem logarithmic_singularity :
    Tendsto (fun x => lindhard x + Real.log |1 - x| / 2) (𝓝[≠] 1) (𝓝 (Real.log 2 / 2)) := by
  -- the remainder is continuous because t log t is
  have hc : ContinuousAt
      (fun x : ℝ => (Real.log (1 + x) - (1 - x) * Real.log (1 - x)) / (2 * x)) 1 := by
    refine ContinuousAt.div (ContinuousAt.sub ?_ ?_) (by fun_prop) (by norm_num)
    · exact ContinuousAt.log (by fun_prop) (by norm_num)
    · exact (Real.continuous_mul_log.comp (continuous_const.sub continuous_id)).continuousAt
  have hv : (Real.log (1 + 1) - (1 - 1) * Real.log (1 - 1)) / (2 * 1) = Real.log 2 / 2 := by
    norm_num
  rw [← hv]
  refine (hc.tendsto.mono_left nhdsWithin_le_nhds).congr' ?_
  filter_upwards [self_mem_nhdsWithin,
    nhdsWithin_le_nhds (isOpen_ne.mem_nhds (by norm_num : (1 : ℝ) ≠ -1)),
    nhdsWithin_le_nhds (isOpen_ne.mem_nhds (by norm_num : (1 : ℝ) ≠ 0))] with x h1 h2 h0
  have hx : 2 * x ≠ 0 := mul_ne_zero two_ne_zero h0
  rw [lindhard_eq h1 h2, Real.log_abs, div_add_div _ _ hx two_ne_zero,
    div_eq_div_iff hx (mul_ne_zero hx two_ne_zero)]
  ring
```

## The Peierls divergence and the tail

Two of the five properties remain. For the divergence, write

$$G(x) = \left(G(x) + \frac{\ln|1-x|}{2}\right) - \frac{\ln|1-x|}{2} .$$

As $x \to 1$ the bracket tends to $\tfrac12\ln 2$ and the remaining term to $+\infty$, so $G(x) \to +\infty$. In the proof `hsub` says that $1-x$ tends to $0$ through nonzero values, and `hlog` that $-\tfrac12\ln|1-x|$ grows without bound.

For the tail, take $x > 1$ and invert the argument:

$$G(1/x) = \frac{x}{2}\ln\left|\frac{1+1/x}{1-1/x}\right| = \frac{x}{2}\ln\left|\frac{x+1}{x-1}\right| = x^2\,G(x) .$$

As $x \to \infty$ the argument $1/x$ tends to $0$ through nonzero values (`hinv`), and the long-wavelength limit gives $x^2G(x) \to 1$. The identity `e` shows that inverting $x$ only changes the sign of the ratio inside the absolute value.

The theorem joins the five properties in one conjunction: the limit at $0$, the increase on $(0,1)$, the decrease on $(1,\infty)$, the two-sided divergence at $1$, and the $1/x^2$ tail. In it `atTop` stands for $+\infty$, both as the value approached by $G$ at $x = 1$ and as the limit of large $x$ in the last clause.

```lean
/-- The one-dimensional Lindhard function tends to one at `x = 0`, strictly increases up to
`2 k_F`, diverges there, strictly decreases beyond, and falls off as `1 / x²`. -/
theorem peierls_divergence :
    Tendsto lindhard (𝓝[≠] 0) (𝓝 1) ∧ StrictMonoOn lindhard (Ioo 0 1) ∧
      StrictAntiOn lindhard (Ioi 1) ∧ Tendsto lindhard (𝓝[≠] 1) atTop ∧
      Tendsto (fun x => x ^ 2 * lindhard x) atTop (𝓝 1) := by
  refine ⟨tendsto_lindhard_zero, strictMonoOn_lindhard, strictAntiOn_lindhard, ?_, ?_⟩
  · have hsub : Tendsto (fun x : ℝ => 1 - x) (𝓝[≠] 1) (𝓝[≠] 0) := by
      refine tendsto_nhdsWithin_iff.2 ⟨(Continuous.tendsto' (by fun_prop) 1 0
        (by norm_num)).mono_left nhdsWithin_le_nhds, ?_⟩
      filter_upwards [self_mem_nhdsWithin] with x hx
      exact sub_ne_zero.2 (Ne.symm hx)
    have hlog := (tendsto_neg_atBot_atTop.comp
      (Real.tendsto_log_nhdsNE_zero.comp hsub)).const_mul_atTop (by norm_num : (0 : ℝ) < 1 / 2)
    refine (logarithmic_singularity.add_atTop hlog).congr (fun x => ?_)
    simp only [Function.comp_apply, Real.log_abs]
    ring
  · -- inverting x turns the tail into the long-wavelength limit
    have hinv : Tendsto (fun x : ℝ => x⁻¹) atTop (𝓝[≠] 0) := by
      refine tendsto_nhdsWithin_iff.2 ⟨tendsto_inv_atTop_zero, ?_⟩
      filter_upwards [eventually_gt_atTop (0 : ℝ)] with x hx
      exact inv_ne_zero hx.ne'
    refine (tendsto_lindhard_zero.comp hinv).congr' ?_
    filter_upwards [eventually_gt_atTop (1 : ℝ)] with x hx
    have h0 : x ≠ 0 := by linarith
    have h1 : 1 - x⁻¹ ≠ 0 := sub_ne_zero.2 (inv_lt_one_of_one_lt₀ hx).ne'
    have h2 : -(1 - x) ≠ 0 := by linarith
    have e : (1 + x⁻¹) / (1 - x⁻¹) = -((1 + x) / (1 - x)) := by
      rw [← div_neg, div_eq_div_iff h1 h2]
      linear_combination 2 * mul_inv_cancel₀ h0
    simp only [Function.comp_apply, lindhard]
    rw [e, abs_neg]
    field_simp

end LindhardOneDim
```

```lean
#print axioms LindhardOneDim.fermi_sea_integral
-- 'LindhardOneDim.fermi_sea_integral' depends on axioms: [propext, Classical.choice, Quot.sound]
#print axioms LindhardOneDim.peierls_divergence
-- 'LindhardOneDim.peierls_divergence' depends on axioms: [propext, Classical.choice, Quot.sound]
```
